# Counting the trap frequencies with polynomial Hooke-atom solutions

For natural numbers n and l, exactly ⌊(n+1)/2⌋ frequencies w > 0 admit a nonzero real polynomial p with

r p″ + (2l+2 − w r²)p′ + (wnr − 1)p = 0.

## From coefficients to real roots

With p = Σ aₖrᵏ, comparing powers gives (2l+2)a₁ = a₀ and

(k+2)(k+2l+3)aₖ₊₂ = aₖ₊₁ − w(n−k)aₖ.

At k = deg p this forces deg p = n. Set wμ² = 1, Fₖ = ∏_{j<k}(j+1)(j+2l+2) and aₖFₖμᵏ = a₀Qₖ(μ). Then Q₀ = 1, Q₁ = μ and

Qₖ₊₂ = μQₖ₊₁ − cₖQₖ, cₖ = (k+1)(k+2l+2)(n−k).

Here a₀ ≠ 0, otherwise p = 0. So aₙ₊₁ = 0 means Qₙ₊₁(μ) = 0; conversely, a root terminates the series, because cₙ = 0.

For complex μ, let Jₖ = Im μ · Im(Qₖ₊₁Q̄ₖ); for real μ, let Wₖ = Q′ₖ₊₁Qₖ − Q′ₖQₖ₊₁. Then J₀ = (Im μ)², W₀ = 1 and

Jₖ₊₁ = (Im μ)²|Qₖ₊₁|² + cₖJₖ,
Wₖ₊₁ = Qₖ₊₁² + cₖWₖ.

As cₖ > 0 for k < n, Jₙ > 0 excludes nonreal roots and Wₙ > 0 double ones. The n+1 roots are symmetric, since Qₖ(−μ) = (−1)ᵏQₖ(μ), so ⌊(n+1)/2⌋ are positive. Each gives one w = 1/μ².

The Hooke atom is a pair of electrons in an isotropic harmonic trap of frequency w. In atomic units, the reduced radial function u(r) of their relative motion (r times the radial wavefunction), with r their distance and l the angular momentum, obeys −u″ + (l(l+1)/r² + w²r²/4 + 1/r)u = Eu, where E leaves out the centre-of-mass energy. Put u = gp with g = r^(l+1)exp(−wr²/4). Then

g′/g = (l+1)/r − wr/2,
g″/g = l(l+1)/r² − w(l+3/2) + w²r²/4.

Substitution into the radial equation at E = w(n+l+3/2), multiplied by −r/g, gives the polynomial equation.

## The equation and its recurrence in Lean

```lean
import Mathlib

open Polynomial

namespace HookeAtom

noncomputable section
```

`hookeOp` is the left side, as a polynomial.

```lean
/-- The left side `r p'' + (2l+2 - w r²) p' + (w n r - 1) p` of the Hooke atom equation. -/
def hookeOp (n l : ℕ) (w : ℝ) (p : ℝ[X]) : ℝ[X] :=
  X * derivative (derivative p) + (C (2 * (l : ℝ) + 2) - C w * X ^ 2) * derivative p
    + (C (w * n) * X - 1) * p
```

`radialWave` is u, unnormalised.

```lean
/-- The radial function `r^(l+1) exp(-w r²/4) p(r)`. -/
def radialWave (l : ℕ) (w : ℝ) (p : ℝ[X]) (r : ℝ) : ℝ :=
  r ^ (l + 1) * Real.exp (-(w * r ^ 2 / 4)) * p.eval r
```

Atomic units; relative motion only, r > 0.

```lean
/-- The radial Schrödinger equation at energy `E` and angular momentum `l` for the relative motion
of two electrons in an isotropic harmonic trap of frequency `w`, in atomic units. -/
def RadialSchrodinger (l : ℕ) (w E : ℝ) (u : ℝ → ℝ) : Prop :=
  ∀ r > 0, -deriv (deriv u) r + (l * (l + 1) / r ^ 2 + w ^ 2 * r ^ 2 / 4 + 1 / r) * u r = E * u r
```

`sturm c k` is Qₖ; `coupling` is cₖ.

```lean
/-- Monic polynomials generated by a three-term recurrence with couplings `c`. -/
def sturm (c : ℕ → ℝ) : ℕ → ℝ[X]
  | 0 => 1
  | 1 => X
  | k + 2 => X * sturm c (k + 1) - C (c k) * sturm c k

/-- The number `(k+1)(k+2l+2)(n-k)`, which links levels `k` and `k+2` in the rescaled Hooke atom
recurrence. -/
def coupling (n l k : ℕ) : ℝ := (k + 1) * (k + 2 * l + 2) * ((n : ℝ) - k)
```

Coefficient comparison:

```lean
/-- The Hooke atom equation is a three-term recurrence for the coefficients of `p`. -/
theorem hookeOp_eq_zero_iff (n l : ℕ) (w : ℝ) (p : ℝ[X]) :
    hookeOp n l w p = 0 ↔ (2 * (l : ℝ) + 2) * p.coeff 1 = p.coeff 0 ∧
      ∀ k : ℕ, ((k : ℝ) + 2) * (k + 2 * l + 3) * p.coeff (k + 2)
        = p.coeff (k + 1) - w * (n - k) * p.coeff k := by
  have hx : ∀ k : ℕ, (X * derivative p).coeff k = k * p.coeff k := by
    intro k
    rcases k with _ | k
    · simp
    · rw [coeff_X_mul, coeff_derivative]; push_cast; ring
  have e : hookeOp n l w p = X * derivative (derivative p) + C (2 * (l : ℝ) + 2) * derivative p
      - C w * (X * (X * derivative p)) + C (w * n) * (X * p) - p := by
    unfold hookeOp; ring
  have h0 : (hookeOp n l w p).coeff 0 = (2 * (l : ℝ) + 2) * p.coeff 1 - p.coeff 0 := by
    rw [e]
    simp only [coeff_add, coeff_sub, coeff_C_mul, coeff_X_mul_zero, coeff_derivative, zero_add]
    push_cast; ring
  have hs : ∀ k : ℕ, (hookeOp n l w p).coeff (k + 1) = ((k : ℝ) + 2) * (k + 2 * l + 3)
      * p.coeff (k + 2) - p.coeff (k + 1) + w * (n - k) * p.coeff k := by
    intro k
    rw [e]
    simp only [coeff_add, coeff_sub, coeff_C_mul, coeff_X_mul, hx, coeff_derivative,
      show k + 1 + 1 = k + 2 from rfl]
    push_cast; ring
  constructor
  · intro h
    rw [h] at h0
    refine ⟨by rw [coeff_zero] at h0; linarith, fun k => ?_⟩
    have := hs k
    rw [h, coeff_zero] at this
    linarith
  · rintro ⟨a, b⟩
    ext k
    rcases k with _ | k
    · rw [h0, coeff_zero]; linarith
    · rw [hs, coeff_zero]; linarith [b k]
```

## Root counting

Induction gives the degree.

```lean
/-- The `k`-th recurrence polynomial is monic of degree `k`. -/
theorem sturm_monic (c : ℕ → ℝ) : ∀ k, (sturm c k).Monic ∧ (sturm c k).natDegree = k
  | 0 => by simp [sturm]
  | 1 => by simp [sturm, monic_X]
  | k + 2 => by
    obtain ⟨_, d0⟩ := sturm_monic c k
    obtain ⟨m1, d1⟩ := sturm_monic c (k + 1)
    have hd : (X * sturm c (k + 1)).natDegree = k + 2 := by
      rw [monic_X.natDegree_mul m1, d1, natDegree_X]; omega
    have hlt : (C (c k) * sturm c k).natDegree < (X * sturm c (k + 1)).natDegree := by
      have := natDegree_C_mul_le (c k) (sturm c k)
      omega
    rw [sturm]
    exact ⟨(monic_X.mul m1).sub_of_left (degree_lt_degree hlt),
      (natDegree_sub_eq_left_of_natDegree_lt hlt).trans hd⟩
```

`flux` is Jₖ > 0; `nlinarith` combines the squares it is given with the induction hypothesis.

```lean
/-- With positive couplings, every complex root of the recurrence polynomial is real. -/
theorem sturm_root_real {c : ℕ → ℝ} {n : ℕ} (hc : ∀ k < n, 0 < c k) {z : ℂ}
    (hz : (sturm c (n + 1)).eval₂ Complex.ofRealHom z = 0) : z.im = 0 := by
  by_contra hi
  let q : ℕ → ℂ := fun k => (sturm c k).eval₂ Complex.ofRealHom z
  -- the imaginary flux between neighbouring levels keeps its sign
  have flux : ∀ k ≤ n, 0 < z.im * ((q (k + 1)).im * (q k).re - (q (k + 1)).re * (q k).im) := by
    intro k
    induction k with
    | zero =>
      intro _
      have : 0 < z.im * z.im := mul_self_pos.2 hi
      simpa [q, sturm] using this
    | succ k ih =>
      intro hk
      have e : q (k + 1 + 1) = z * q (k + 1) - (c k : ℂ) * q k := by
        simp [q, sturm, eval₂_sub, eval₂_mul]
      have h1 := mul_pos (hc k (by omega)) (ih (by omega))
      rw [e]
      simp only [Complex.sub_im, Complex.sub_re, Complex.mul_im, Complex.mul_re,
        Complex.ofReal_re, Complex.ofReal_im]
      nlinarith [sq_nonneg (z.im * (q (k + 1)).re), sq_nonneg (z.im * (q (k + 1)).im)]
  have h := flux n le_rfl
  have hq : q (n + 1) = 0 := hz
  simp [hq] at h
```

`wr` is Wₖ > 0; the complex roots, n+1 with multiplicity, are shown to be real and simple.

```lean
/-- With positive couplings, the recurrence polynomial of degree `n+1` has `n+1` distinct
real roots. -/
theorem sturm_card_roots {c : ℕ → ℝ} {n : ℕ} (hc : ∀ k < n, 0 < c k) :
    (sturm c (n + 1)).roots.toFinset.card = n + 1 := by
  obtain ⟨hm, hd⟩ := sturm_monic c (n + 1)
  -- a positive Wronskian excludes double roots
  have wr : ∀ x : ℝ, ∀ k ≤ n, 0 < (derivative (sturm c (k + 1))).eval x * (sturm c k).eval x
      - (derivative (sturm c k)).eval x * (sturm c (k + 1)).eval x := by
    intro x k
    induction k with
    | zero => intro _; simp [sturm]
    | succ k ih =>
      intro hk
      have h1 := mul_pos (hc k (by omega)) (ih (by omega))
      rw [show sturm c (k + 1 + 1) = X * sturm c (k + 1) - C (c k) * sturm c k from by rw [sturm]]
      simp only [derivative_sub, derivative_mul, derivative_X, derivative_C, eval_sub, eval_add,
        eval_mul, eval_X, eval_C, eval_one, eval_zero]
      nlinarith [sq_nonneg ((sturm c (k + 1)).eval x)]
  have hev : ∀ (f : ℝ[X]) (x : ℝ),
      (f.map Complex.ofRealHom).eval (x : ℂ) = ((f.eval x : ℝ) : ℂ) := by
    intro f x
    rw [eval_map]
    exact eval₂_at_apply Complex.ofRealHom x
  set P := (sturm c (n + 1)).map Complex.ofRealHom with hP
  have hP0 : P ≠ 0 := (hm.map _).ne_zero
  have hreal : ∀ z, P.IsRoot z → ∃ x : ℝ, (x : ℂ) = z ∧ (sturm c (n + 1)).eval x = 0 := by
    intro z hz
    have hz' : P.eval z = 0 := hz
    have him : z.im = 0 := sturm_root_real hc (by rw [← eval_map]; exact hz')
    have e : (z.re : ℂ) = z := Complex.ext (by simp) (by simp [him])
    refine ⟨z.re, e, ?_⟩
    rw [← e, hP, hev] at hz'
    exact_mod_cast hz'
  have hcard : P.roots.card = n + 1 := by
    rw [splits_iff_card_roots.mp (IsAlgClosed.splits P), hP, hm.natDegree_map, hd]
  have hnd : P.roots.Nodup := by
    refine Multiset.nodup_iff_count_le_one.2 fun z => ?_
    by_contra h
    rw [count_roots] at h
    obtain ⟨h1, h2⟩ := (one_lt_rootMultiplicity_iff_isRoot hP0).1 (not_le.1 h)
    obtain ⟨x, rfl, hx⟩ := hreal z h1
    have h3 : (derivative P).eval (x : ℂ) = 0 := h2
    rw [hP, derivative_map, hev] at h3
    have h4 : (derivative (sturm c (n + 1))).eval x = 0 := by exact_mod_cast h3
    have := wr x n le_rfl
    simp [hx, h4] at this
  have hsub : P.roots.toFinset ⊆
      (sturm c (n + 1)).roots.toFinset.image (fun x : ℝ => (x : ℂ)) := by
    intro z hz
    obtain ⟨x, hx, h0⟩ := hreal z (isRoot_of_mem_roots (Multiset.mem_toFinset.1 hz))
    exact Finset.mem_image.2
      ⟨x, Multiset.mem_toFinset.2 ((mem_roots hm.ne_zero).2 h0), hx⟩
  have h1 := (Finset.card_le_card hsub).trans Finset.card_image_le
  rw [Multiset.toFinset_card_of_nodup hnd, hcard] at h1
  have h2 := (Multiset.toFinset_card_le (sturm c (n + 1)).roots).trans (card_roots' _)
  omega
```

Negation pairs the roots.

```lean
/-- With positive couplings, exactly `⌊(n+1)/2⌋` of the real roots of the recurrence polynomial of
degree `n+1` are positive. -/
theorem sturm_card_pos {c : ℕ → ℝ} {n : ℕ} (hc : ∀ k < n, 0 < c k) :
    ((sturm c (n + 1)).roots.toFinset.filter (fun x => 0 < x)).card = (n + 1) / 2 := by
  have par : ∀ (x : ℝ) (k : ℕ), (sturm c k).eval (-x) = (-1) ^ k * (sturm c k).eval x := by
    intro x k
    induction k using Nat.twoStepInduction with
    | zero => simp [sturm]
    | one => simp [sturm]
    | more k h0 h1 =>
      simp only [sturm, eval_sub, eval_mul, eval_X, eval_C, h0, h1]
      ring
  have hS := sturm_card_roots hc
  have hm := (sturm_monic c (n + 1)).1.ne_zero
  set S := (sturm c (n + 1)).roots.toFinset with hSdef
  have hneg : ∀ x ∈ S, -x ∈ S := by
    intro x hx
    rw [hSdef, Multiset.mem_toFinset, mem_roots hm, IsRoot.def] at hx ⊢
    rw [par, hx, mul_zero]
  have heq : (S.filter (fun x => 0 < x)).card = (S.filter (fun x => x < 0)).card := by
    refine Finset.card_bij' (fun x _ => -x) (fun x _ => -x) ?_ ?_ ?_ ?_
    · intro x hx
      rw [Finset.mem_filter] at hx ⊢
      exact ⟨hneg x hx.1, by linarith [hx.2]⟩
    · intro x hx
      rw [Finset.mem_filter] at hx ⊢
      exact ⟨hneg x hx.1, by linarith [hx.2]⟩
    · intro x _; exact neg_neg x
    · intro x _; exact neg_neg x
  have hdis : Disjoint (S.filter (fun x => 0 < x)) (S.filter (fun x => x < 0)) := by
    rw [Finset.disjoint_left]
    intro x h1 h2
    linarith [(Finset.mem_filter.1 h1).2, (Finset.mem_filter.1 h2).2]
  have hu := Finset.card_union_of_disjoint hdis
  have hle := Finset.card_le_card (Finset.union_subset
    (Finset.filter_subset (fun x => 0 < x) S) (Finset.filter_subset (fun x => x < 0) S))
  have hge : S ⊆ insert 0 (S.filter (fun x => 0 < x) ∪ S.filter (fun x => x < 0)) := by
    intro x hx
    rcases lt_trichotomy x 0 with h | h | h <;> simp [hx, h]
  have h3 := (Finset.card_le_card hge).trans (Finset.card_insert_le _ _)
  omega
```

## Frequencies and wavefunctions

`key` is the rescaling.

```lean
/-- For `w μ² = 1`, a nonzero polynomial solution exists exactly when `μ` is a root of the
recurrence polynomial of degree `n+1`. -/
theorem solvable_iff (n l : ℕ) {w μ : ℝ} (hw : w * μ ^ 2 = 1) :
    (∃ p : ℝ[X], p ≠ 0 ∧ hookeOp n l w p = 0) ↔
      (sturm (coupling n l) (n + 1)).eval μ = 0 := by
  have hμ : μ ≠ 0 := by rintro rfl; simp at hw
  have hw0 : w ≠ 0 := by rintro rfl; simp at hw
  let F : ℕ → ℝ := fun k => ∏ j ∈ Finset.range k, (((j : ℝ) + 1) * (j + 2 * l + 2))
  have hF : ∀ k, F k ≠ 0 := fun k => Finset.prod_ne_zero_iff.2 fun j _ => by positivity
  have F0 : F 0 = 1 := by simp [F]
  have Fs : ∀ k : ℕ, F (k + 1) = F k * (((k : ℝ) + 1) * (k + 2 * l + 2)) :=
    fun k => Finset.prod_range_succ _ k
  have F1 : F 1 = 2 * l + 2 := by simp [F]
  have F2 : ∀ k : ℕ, F (k + 2) = F k * (((k : ℝ) + 1) * (k + 2 * l + 2))
      * (((k : ℝ) + 2) * (k + 2 * l + 3)) := by
    intro k
    rw [show k + 2 = (k + 1) + 1 from rfl, Fs, Fs]; push_cast; ring
  have qs : ∀ k, (sturm (coupling n l) (k + 2)).eval μ = μ * (sturm (coupling n l) (k + 1)).eval μ
      - (k + 1) * (k + 2 * l + 2) * ((n : ℝ) - k) * (sturm (coupling n l) k).eval μ := by
    intro k; simp only [sturm, eval_sub, eval_mul, eval_X, eval_C, coupling]
  constructor
  · rintro ⟨p, hp, h⟩
    obtain ⟨h0, hs⟩ := (hookeOp_eq_zero_iff n l w p).1 h
    have key : ∀ k, p.coeff k * F k * μ ^ k
        = p.coeff 0 * (sturm (coupling n l) k).eval μ := by
      intro k
      induction k using Nat.twoStepInduction with
      | zero => simp [F0, sturm]
      | one => simp only [F1, sturm, eval_X]; linear_combination μ * h0
      | more k i0 i1 =>
        rw [Fs] at i1
        rw [F2, qs]
        linear_combination (F k * ((k + 1) * (k + 2 * l + 2)) * μ ^ (k + 2)) * hs k + μ * i1
          - ((k + 1) * (k + 2 * l + 2) * ((n : ℝ) - k)) * i0
          - ((k + 1) * (k + 2 * l + 2) * ((n : ℝ) - k) * F k * p.coeff k * μ ^ k) * hw
    -- the leading coefficient forces the degree to be n
    have hd : n = p.natDegree := by
      have h1 := hs p.natDegree
      rw [coeff_eq_zero_of_natDegree_lt (show p.natDegree < p.natDegree + 2 by omega),
        coeff_eq_zero_of_natDegree_lt (show p.natDegree < p.natDegree + 1 by omega)] at h1
      have hl : p.coeff p.natDegree ≠ 0 := leadingCoeff_ne_zero.2 hp
      have h2 : (w * p.coeff p.natDegree) * ((n : ℝ) - p.natDegree) = 0 := by
        linear_combination h1
      have h3 := (mul_eq_zero.1 h2).resolve_left (mul_ne_zero hw0 hl)
      exact_mod_cast sub_eq_zero.1 h3
    have ha : p.coeff 0 ≠ 0 := by
      intro ha
      apply hp
      ext k
      have := key k
      rw [ha, zero_mul, mul_assoc] at this
      simpa using (mul_eq_zero.1 this).resolve_right (mul_ne_zero (hF k) (pow_ne_zero k hμ))
    have := key (n + 1)
    rw [coeff_eq_zero_of_natDegree_lt (by omega), zero_mul, zero_mul] at this
    exact (mul_eq_zero.1 this.symm).resolve_left ha
  · intro hq
    let a : ℕ → ℝ := fun k => (sturm (coupling n l) k).eval μ / (F k * μ ^ k)
    have ha : ∀ k, a k * F k * μ ^ k = (sturm (coupling n l) k).eval μ := by
      intro k
      rw [mul_assoc]
      exact div_mul_cancel₀ _ (mul_ne_zero (hF k) (pow_ne_zero k hμ))
    have a0 : a 0 = 1 := by simp [a, F0, sturm]
    have an : a (n + 1) = 0 := by simp [a, hq]
    let p : ℝ[X] := ∑ k ∈ Finset.range (n + 1), monomial k (a k)
    have hco : ∀ k, p.coeff k = if k < n + 1 then a k else 0 := by
      intro k; simp [p, finsetSum_coeff, coeff_monomial]
    have hlo : ∀ k ≤ n + 1, p.coeff k = a k := by
      intro k hk
      rw [hco]
      split_ifs with h
      · rfl
      · rw [show k = n + 1 by omega, an]
    have hhi : ∀ k, n < k → p.coeff k = 0 := by
      intro k hk; rw [hco, if_neg (by omega)]
    refine ⟨p, ?_, (hookeOp_eq_zero_iff n l w p).2 ⟨?_, fun k => ?_⟩⟩
    · intro h
      have := hlo 0 (by omega)
      rw [h, a0, coeff_zero] at this
      exact zero_ne_one this
    · rw [hlo 1 (by omega), hlo 0 (by omega), a0]
      have h1 := ha 1
      simp only [F1, sturm, eval_X, pow_one] at h1
      apply mul_right_cancel₀ hμ
      linear_combination h1
    · rcases lt_trichotomy k n with h | h | h
      · rw [hlo _ (by omega), hlo _ (by omega), hlo _ (by omega)]
        have h2 := ha (k + 2)
        have h1 := ha (k + 1)
        rw [F2, qs] at h2
        rw [Fs] at h1
        have hne : F k * (((k : ℝ) + 1) * (k + 2 * l + 2)) * μ ^ (k + 2) ≠ 0 :=
          mul_ne_zero (mul_ne_zero (hF k) (by positivity)) (pow_ne_zero _ hμ)
        apply mul_left_cancel₀ hne
        linear_combination h2 - μ * h1 + ((k + 1) * (k + 2 * l + 2) * ((n : ℝ) - k)) * ha k
          + ((k + 1) * (k + 2 * l + 2) * ((n : ℝ) - k) * F k * a k * μ ^ k) * hw
      · subst h
        rw [hhi _ (by omega), hhi (k + 1) (by omega)]; ring
      · rw [hhi _ (by omega), hhi (k + 1) (by omega), hhi k h]; ring
```

`encard` would be infinite for an infinite set.

```lean
/-- Exactly `⌊(n+1)/2⌋` positive trap frequencies admit a nonzero polynomial solution of the
Hooke atom equation. -/
theorem card_solvable_frequencies (n l : ℕ) :
    {w : ℝ | 0 < w ∧ ∃ p : ℝ[X], p ≠ 0 ∧ hookeOp n l w p = 0}.encard
      = (((n + 1) / 2 : ℕ) : ℕ∞) := by
  have hc : ∀ k < n, 0 < coupling n l k := by
    intro k hk
    have : (0 : ℝ) < (n : ℝ) - k := sub_pos.2 (by exact_mod_cast hk)
    unfold coupling; positivity
  have hT := sturm_card_pos hc
  have hm := (sturm_monic (coupling n l) (n + 1)).1.ne_zero
  set T := (sturm (coupling n l) (n + 1)).roots.toFinset.filter (fun x => 0 < x) with hTd
  have mT : ∀ x, x ∈ T ↔ (sturm (coupling n l) (n + 1)).eval x = 0 ∧ 0 < x := by
    intro x; rw [hTd, Finset.mem_filter, Multiset.mem_toFinset, mem_roots hm, IsRoot.def]
  -- each positive root μ gives the frequency 1/μ²
  have hset : {w : ℝ | 0 < w ∧ ∃ p : ℝ[X], p ≠ 0 ∧ hookeOp n l w p = 0}
      = (fun x : ℝ => (x ^ 2)⁻¹) '' (T : Set ℝ) := by
    ext w
    constructor
    · rintro ⟨hw, hp⟩
      have e : w * (√w)⁻¹ ^ 2 = 1 := by
        rw [inv_pow, Real.sq_sqrt hw.le, mul_inv_cancel₀ hw.ne']
      refine ⟨(√w)⁻¹, Finset.mem_coe.2 ((mT _).2 ⟨(solvable_iff n l e).1 hp,
        inv_pos.2 (Real.sqrt_pos.2 hw)⟩), ?_⟩
      change ((√w)⁻¹ ^ 2)⁻¹ = w
      rw [inv_pow, Real.sq_sqrt hw.le, inv_inv]
    · rintro ⟨x, hx, rfl⟩
      obtain ⟨h1, h2⟩ := (mT x).1 (Finset.mem_coe.1 hx)
      have h3 : 0 < x ^ 2 := pow_pos h2 2
      exact ⟨inv_pos.2 h3, (solvable_iff n l (inv_mul_cancel₀ h3.ne')).2 h1⟩
  have hinj : Set.InjOn (fun x : ℝ => (x ^ 2)⁻¹) (T : Set ℝ) := by
    intro x hx y hy h
    have h' : x ^ 2 = y ^ 2 := inv_injective h
    exact (sq_eq_sq₀ ((mT x).1 (Finset.mem_coe.1 hx)).2.le
      ((mT y).1 (Finset.mem_coe.1 hy)).2.le).1 h'
  rw [hset, hinj.encard_image, Set.encard_coe_eq_coe_finsetCard, hT]
```

`res` is the substitution; infinitely many zeros force a zero polynomial.

```lean
/-- The radial function solves the Schrödinger equation at energy `w (n + l + 3/2)` exactly
when its polynomial factor solves the Hooke atom equation. -/
theorem schrodinger_iff (n l : ℕ) (w : ℝ) (p : ℝ[X]) :
    RadialSchrodinger l w (w * (n + l + 3 / 2)) (radialWave l w p) ↔ hookeOp n l w p = 0 := by
  have gd : ∀ f : ℝ[X], deriv (fun r : ℝ => Real.exp (-(w * r ^ 2 / 4)) * f.eval r)
      = fun r => Real.exp (-(w * r ^ 2 / 4)) * (derivative f - C (w / 2) * X * f).eval r := by
    intro f
    funext r
    have h1 : HasDerivAt (fun y : ℝ => -(w * y ^ 2 / 4)) (-(w * r / 2)) r := by
      have e : (fun y : ℝ => -(w * y ^ 2 / 4)) = fun y => -(w / 4) * (y * y) := by
        funext y; ring
      rw [e]
      exact (((hasDerivAt_id' r).fun_mul (hasDerivAt_id' r)).const_mul (-(w / 4))).congr_deriv
        (by ring)
    rw [(h1.exp.fun_mul (f.hasDerivAt r)).deriv]
    simp only [eval_sub, eval_mul, eval_C, eval_X]
    ring
  have hu : radialWave l w p
      = fun r => Real.exp (-(w * r ^ 2 / 4)) * (X ^ (l + 1) * p).eval r := by
    funext r
    simp only [radialWave, eval_mul, eval_pow, eval_X]
    ring
  have hXs : derivative (X ^ (l + 1) : ℝ[X]) = C ((l : ℝ) + 1) * X ^ l := by
    rw [derivative_X_pow]; simp
  -- the Schrödinger residual is the Hooke operator times a nonvanishing factor
  have res : ∀ r > 0, -deriv (deriv (radialWave l w p)) r
      + (l * (l + 1) / r ^ 2 + w ^ 2 * r ^ 2 / 4 + 1 / r) * radialWave l w p r
      - w * (n + l + 3 / 2) * radialWave l w p r
      = -(r ^ l * Real.exp (-(w * r ^ 2 / 4))) * (hookeOp n l w p).eval r := by
    intro r hr
    have hr0 : r ≠ 0 := ne_of_gt hr
    have hX : (derivative (X ^ l : ℝ[X])).eval r = l * r ^ l / r := by
      rw [eq_div_iff hr0]
      rcases l with _ | m
      · simp
      · simp only [derivative_X_pow, eval_mul, eval_C, eval_pow, eval_X, Nat.add_sub_cancel]
        ring
    rw [hu, gd, gd]
    simp only [derivative_sub, derivative_add, derivative_mul, hXs, derivative_C, derivative_X,
      hookeOp, eval_sub, eval_add, eval_mul, eval_pow, eval_X, eval_C, eval_one, eval_zero, hX]
    generalize Real.exp (-(w * r ^ 2 / 4)) = g
    field_simp
    ring
  constructor
  · intro h
    refine eq_zero_of_infinite_isRoot _ ((Set.Ioi_infinite (0 : ℝ)).mono fun r hr => ?_)
    have hr' : 0 < r := hr
    have h1 := res r hr'
    rw [h r hr', sub_self] at h1
    exact (mul_eq_zero.1 h1.symm).resolve_left (neg_ne_zero.2 (by positivity))
  · intro h r hr
    have h1 := res r hr
    rw [h, eval_zero, mul_zero] at h1
    exact sub_eq_zero.1 h1
```

These states provide exact benchmarks for electron correlation, limited to two harmonically trapped electrons at special frequencies. Other energies and nonpolynomial factors are not counted.

```lean
/-- Exactly `⌊(n+1)/2⌋` positive trap frequencies admit a nonzero polynomial `p` for which
`r^(l+1) exp(-w r²/4) p(r)` solves the radial equation at energy `w (n + l + 3/2)`. -/
theorem card_exact_trap_frequencies (n l : ℕ) :
    {w : ℝ | 0 < w ∧ ∃ p : ℝ[X], p ≠ 0 ∧
      RadialSchrodinger l w (w * (n + l + 3 / 2)) (radialWave l w p)}.encard
      = (((n + 1) / 2 : ℕ) : ℕ∞) := by
  simp only [schrodinger_iff]
  exact card_solvable_frequencies n l
```

The simplest case:

```lean
/-- For `n = 1` and `w = 1/(2l+2)`, the polynomial `1 + r/(2l+2)` solves the Hooke atom
equation. -/
theorem first_solution (l : ℕ) :
    hookeOp 1 l (1 / (2 * (l : ℝ) + 2)) (1 + C (1 / (2 * (l : ℝ) + 2)) * X) = 0 := by
  have hl : (2 * (l : ℝ) + 2) ≠ 0 := by positivity
  have h : C (2 * (l : ℝ) + 2) * C (1 / (2 * (l : ℝ) + 2)) = 1 := by
    rw [← C_mul, mul_one_div_cancel hl, C_1]
  simp only [hookeOp, derivative_add, derivative_mul, derivative_one, derivative_C, derivative_X,
    Nat.cast_one, mul_one, zero_mul, zero_add, mul_zero]
  linear_combination h

end

end HookeAtom
```

```lean
#print axioms HookeAtom.card_solvable_frequencies
-- 'HookeAtom.card_solvable_frequencies' depends on axioms: [propext, Classical.choice, Quot.sound]
#print axioms HookeAtom.card_exact_trap_frequencies
-- 'HookeAtom.card_exact_trap_frequencies' depends on axioms: [propext, Classical.choice, Quot.sound]
#print axioms HookeAtom.first_solution
-- 'HookeAtom.first_solution' depends on axioms: [propext, Classical.choice, Quot.sound]
```

Fixing w = 1 and varying the Coulomb strength instead would give n+1 solvable strengths, including attractive ones for n ≥ 1.
